# Richardson iteration on a consistent real symmetric positive semidefinite system with eigenvalues at most M converges to the solution nearest its start when 0 < w and wM < 2

## Two coupled sites, and whether the pattern is general

Take two sites, 0 and 1, with the Laplacian A = [[1, −1], [−1, 1]] and the source b = (1, −1). A is singular: its eigenvalues are 0, for (1, 1)/√2, and 2, for (1, −1)/√2. The solutions of Ax = b are (1, 0) + t(1, 1) for real t. I relax with a step w,

    x_(k+1) = x_k + w (b − A x_k),

starting from x_0 = (0, 0), and find

    x_k = (1 − (1 − 2w)^k) · (1/2, −1/2).

For 0 < w < 1 this tends to (1/2, −1/2), the solution closest to my start. My guess is that this is general: A real symmetric and positive semidefinite, b in its range, eigenvalues at most M with M > 0, and 0 < w < 2/M. Can someone derive it carefully and show a machine-checked proof?

## The kernel component is frozen and the other error components decay

The guess is right in a finite-dimensional real inner product space, with inner product ⟪·,·⟫. The argument first identifies the nearest solution and then follows the error mode by mode.

### The nearest solution is the one with x_0 − z orthogonal to the kernel

Since b is in the range, there is a y with Ay = b. Split x_0 − y = p + q with p in ker A and q orthogonal to ker A, and set z = y + p. Then Az = b and x_0 − z = q. For any solution y′ the difference z − y′ lies in ker A, so it is orthogonal to x_0 − z, and

    ‖x_0 − y′‖² = ‖x_0 − z‖² + ‖z − y′‖².

Hence no solution is closer to x_0 than z, and one that is equally close has ‖z − y′‖ = 0. Symmetry of A plays no part so far.

### Each eigencomponent of the error is multiplied by 1 − wμ

Let e_k = x_k − z. Because b = Az, we have b − A x_k = −A e_k, and

    e_(k+1) = e_k − w A e_k.

Let Av = μv. Symmetry gives ⟪v, A e_k⟫ = ⟪Av, e_k⟫ = μ⟪v, e_k⟫, so ⟪v, e_(k+1)⟫ = (1 − wμ)⟪v, e_k⟫ and by induction

    ⟪v, e_k⟫ = (1 − wμ)^k ⟪v, x_0 − z⟫.

Now take an orthonormal eigenbasis v_i with eigenvalues μ_i. If μ_i = 0, the factor is 1, but v_i is in the kernel and ⟪v_i, x_0 − z⟫ = 0 by the choice of z, so this component is zero for every k. If μ_i ≠ 0, then μ_i = ⟪v_i, A v_i⟫ ≥ 0 gives μ_i > 0, and

    0 < wμ_i ≤ wM < 2,  so  |1 − wμ_i| < 1.

Every coefficient tends to zero, and the finite sum e_k = Σ_i ⟪v_i, e_k⟫ v_i tends to zero with them.

The iteration is the explicit Euler step, with time step w, for the descent dx/dt = b − Ax on the energy ½⟪x, Ax⟫ − ⟪b, x⟫. M bounds the stiffness of the hardest mode, and wM < 2 keeps that mode from overshooting by as much as its own amplitude or more. The same situation arises for the Poisson equation of an electrostatic potential when A is −∇² discretised by nearest-neighbour second differences on a finite, uniform, rectangular periodic grid, with a fixed, not self-consistent, charge density and exact arithmetic: constants span the kernel, neutrality puts b in the range, and the mean potential keeps its starting value.

### The Lean file

```lean
import Mathlib

open Filter Topology
open scoped InnerProductSpace

namespace SingularRichardson

noncomputable section

variable {E : Type*} [NormedAddCommGroup E] [InnerProductSpace ℝ E]

/-- The iteration `x_(k+1) = x_k + w (b - T x_k)` started from `x0`. -/
def richardson (T : E →ₗ[ℝ] E) (b : E) (w : ℝ) (x0 : E) : ℕ → E
  | 0 => x0
  | k + 1 => richardson T b w x0 k + w • (b - T (richardson T b w x0 k))

/-- `z` solves `T z = b` and no solution lies closer to `x0`. -/
def IsNearestSolution (T : E →ₗ[ℝ] E) (b x0 z : E) : Prop :=
  T z = b ∧ ∀ y, T y = b → ‖x0 - z‖ ≤ ‖x0 - y‖

variable {T : E →ₗ[ℝ] E} {b x0 z : E} {w : ℝ}

/-- For symmetric `T` and a solution `z`, the error component along a vector with
`T v = μ v` is multiplied by `1 - w μ` in every step. -/
theorem error_component (hT : T.IsSymmetric) (hz : T z = b) {v : E} {μ : ℝ}
    (hv : T v = μ • v) (k : ℕ) :
    ⟪v, richardson T b w x0 k - z⟫_ℝ = (1 - w * μ) ^ k * ⟪v, x0 - z⟫_ℝ := by
  induction k with
  | zero => simp [richardson]
  | succ k ih =>
    -- error recursion e_(k+1) = e_k - w T e_k
    have h1 : richardson T b w x0 (k + 1) - z =
        (richardson T b w x0 k - z) - w • T (richardson T b w x0 k - z) := by
      simp only [richardson, map_sub, hz]
      module
    have h2 : ⟪v, T (richardson T b w x0 k - z)⟫_ℝ = μ * ⟪v, richardson T b w x0 k - z⟫_ℝ := by
      rw [← hT v, hv, real_inner_smul_left]
    rw [h1, inner_sub_right v (richardson T b w x0 k - z), real_inner_smul_right, h2, ih]
    ring

/-- For symmetric `T`, the component of the iterate along a kernel vector `u` changes by
`w ⟪u, b⟫` in every step. -/
theorem kernel_drift (hT : T.IsSymmetric) {u : E} (hu : T u = 0) (k : ℕ) :
    ⟪u, richardson T b w x0 k⟫_ℝ = ⟪u, x0⟫_ℝ + k * w * ⟪u, b⟫_ℝ := by
  induction k with
  | zero => simp [richardson]
  | succ k ih =>
    have h : ⟪u, T (richardson T b w x0 k)⟫_ℝ = 0 := by
      rw [← hT u, hu, inner_zero_left]
    simp only [richardson]
    rw [inner_add_right, real_inner_smul_right, inner_sub_right, h, ih]
    push_cast
    ring

/-- If `z` and `y` are solutions and `x0 - z` is orthogonal to the kernel, then
`‖x0 - y‖² = ‖x0 - z‖² + ‖z - y‖²`. -/
theorem pythagoras (hz : T z = b) (ho : ∀ u, T u = 0 → ⟪u, x0 - z⟫_ℝ = 0) {y : E}
    (hy : T y = b) : ‖x0 - y‖ ^ 2 = ‖x0 - z‖ ^ 2 + ‖z - y‖ ^ 2 := by
  have h0 : ⟪x0 - z, z - y⟫_ℝ = 0 := by
    rw [real_inner_comm]
    exact ho _ (by rw [map_sub, hz, hy, sub_self])
  have h1 : x0 - y = (x0 - z) + (z - y) := by abel
  rw [h1, norm_add_sq_real, h0]
  ring

variable [FiniteDimensional ℝ E]

/-- If `b` is in the range of `T`, there is a solution `z` with `x0 - z` orthogonal to the
kernel of `T`. -/
theorem exists_orthogonal_solution (hb : b ∈ LinearMap.range T) (x0 : E) :
    ∃ z, T z = b ∧ ∀ u, T u = 0 → ⟪u, x0 - z⟫_ℝ = 0 := by
  obtain ⟨y, rfl⟩ := hb
  have : CompleteSpace (LinearMap.ker T) := FiniteDimensional.complete ℝ _
  -- split x0 - y into a kernel part p and an orthogonal part q
  obtain ⟨p, hp, q, hq, h⟩ :=
    Submodule.exists_add_mem_mem_orthogonal (K := LinearMap.ker T) (x0 - y)
  refine ⟨y + p, by rw [map_add, LinearMap.mem_ker.mp hp, add_zero], fun u hu => ?_⟩
  have h1 : x0 - (y + p) = q := by rw [← sub_sub, h]; abel
  rw [h1]
  exact (Submodule.mem_orthogonal _ _).mp hq u (LinearMap.mem_ker.mpr hu)

/-- `z` is a solution nearest to `x0` exactly when it is a solution and `x0 - z` is
orthogonal to the kernel of `T`. -/
theorem isNearestSolution_iff :
    IsNearestSolution T b x0 z ↔ T z = b ∧ ∀ u, T u = 0 → ⟪u, x0 - z⟫_ℝ = 0 := by
  constructor
  · rintro ⟨hz, hmin⟩
    obtain ⟨z', hz', ho⟩ := exists_orthogonal_solution (T := T) (b := b) ⟨z, hz⟩ x0
    have h1 := pythagoras hz' ho hz
    have h2 := pow_le_pow_left₀ (norm_nonneg _) (hmin z' hz') 2
    have h3 : ‖z' - z‖ ^ 2 = 0 := le_antisymm (by linarith) (sq_nonneg _)
    have h4 : z' = z := sub_eq_zero.mp (norm_eq_zero.mp (pow_eq_zero_iff two_ne_zero |>.mp h3))
    rw [h4] at ho
    exact ⟨hz, ho⟩
  · rintro ⟨hz, ho⟩
    refine ⟨hz, fun y hy => ?_⟩
    have h1 := pythagoras hz ho hy
    have h2 : ‖x0 - z‖ ^ 2 ≤ ‖x0 - y‖ ^ 2 := by nlinarith [sq_nonneg ‖z - y‖]
    exact (abs_le_of_sq_le_sq' h2 (norm_nonneg _)).2

/-- For symmetric positive semidefinite `T` with eigenvalues at most `M`, `0 < w` and
`w M < 2`, the iterates converge to any solution `z` that is nearest to `x0`. -/
theorem tendsto_nearest {M : ℝ} (hT : T.IsSymmetric) (hpos : ∀ x, 0 ≤ ⟪x, T x⟫_ℝ)
    (hM : ∀ (μ : ℝ) (v : E), v ≠ 0 → T v = μ • v → μ ≤ M) (hw : 0 < w) (hwM : w * M < 2)
    (hz : IsNearestSolution T b x0 z) : Tendsto (richardson T b w x0) atTop (𝓝 z) := by
  obtain ⟨hz, ho⟩ := isNearestSolution_iff.mp hz
  -- orthonormal eigenbasis
  obtain ⟨v, μ, hv⟩ : ∃ (v : OrthonormalBasis (Fin (Module.finrank ℝ E)) ℝ E)
      (μ : Fin (Module.finrank ℝ E) → ℝ), ∀ i, T (v i) = μ i • v i :=
    ⟨hT.eigenvectorBasis rfl, hT.eigenvalues rfl, fun i => hT.apply_eigenvectorBasis rfl i⟩
  have hcomp : ∀ i, Tendsto (fun k => ⟪v i, richardson T b w x0 k - z⟫_ℝ) atTop (𝓝 0) := by
    intro i
    simp only [error_component hT hz (hv i)]
    by_cases h0 : μ i = 0
    · -- kernel modes carry no error
      have h1 : ⟪v i, x0 - z⟫_ℝ = 0 := ho _ (by rw [hv i, h0, zero_smul])
      simp only [h1, mul_zero]
      exact tendsto_const_nhds
    · -- the other modes have 0 < w μ < 2
      have h1 : 0 ≤ μ i := by
        have h := hpos (v i)
        rw [hv i, real_inner_smul_right, real_inner_self_eq_norm_sq, v.orthonormal.1 i] at h
        linarith
      have h2 : 0 < w * μ i := mul_pos hw (lt_of_le_of_ne h1 (Ne.symm h0))
      have h3 : w * μ i ≤ w * M :=
        mul_le_mul_of_nonneg_left (hM _ _ (v.orthonormal.ne_zero i) (hv i)) hw.le
      have h4 : |1 - w * μ i| < 1 := abs_lt.mpr ⟨by linarith, by linarith⟩
      simpa using (tendsto_pow_atTop_nhds_zero_of_abs_lt_one h4).mul_const ⟪v i, x0 - z⟫_ℝ
  have hsum := tendsto_finsetSum Finset.univ fun i _ => (hcomp i).smul_const (v i)
  simp only [v.sum_repr', zero_smul, Finset.sum_const_zero] at hsum
  exact tendsto_sub_nhds_zero_iff.mp hsum

/-- For symmetric positive semidefinite `T` with eigenvalues at most `M`, `b` in the range,
`0 < w` and `w M < 2`, exactly one solution of `T x = b` is nearest to `x0`, and the
iterates converge to it. -/
theorem richardson_tendsto_nearest_solution {M : ℝ} (hT : T.IsSymmetric)
    (hpos : ∀ x, 0 ≤ ⟪x, T x⟫_ℝ) (hM : ∀ (μ : ℝ) (v : E), v ≠ 0 → T v = μ • v → μ ≤ M)
    (hb : b ∈ LinearMap.range T) (hw : 0 < w) (hwM : w * M < 2) (x0 : E) :
    ∃ z, (∀ y, IsNearestSolution T b x0 y ↔ y = z) ∧
      Tendsto (richardson T b w x0) atTop (𝓝 z) := by
  obtain ⟨z, hz⟩ := exists_orthogonal_solution hb x0
  have hn : IsNearestSolution T b x0 z := isNearestSolution_iff.mpr hz
  have hl := tendsto_nearest hT hpos hM hw hwM hn
  exact ⟨z, fun y => ⟨fun hy => tendsto_nhds_unique (tendsto_nearest hT hpos hM hw hwM hy) hl,
    fun h => h ▸ hn⟩, hl⟩

/-- If the iteration with nonzero step converges, its limit solves `T x = b`. -/
theorem limit_solves (hw : w ≠ 0) {l : E} (hl : Tendsto (richardson T b w x0) atTop (𝓝 l)) :
    T l = b := by
  have h1 : Tendsto (fun k => richardson T b w x0 (k + 1)) atTop (𝓝 l) :=
    hl.comp (tendsto_add_atTop_nat 1)
  have hTl : Tendsto (fun k => T (richardson T b w x0 k)) atTop (𝓝 (T l)) :=
    (T.continuous_of_finiteDimensional.tendsto l).comp hl
  have h2 : Tendsto (fun k => richardson T b w x0 (k + 1)) atTop (𝓝 (l + w • (b - T l))) :=
    hl.add ((tendsto_const_nhds.sub hTl).const_smul w)
  have h3 : l + w • (b - T l) = l + 0 := by rw [add_zero]; exact tendsto_nhds_unique h2 h1
  exact (sub_eq_zero.mp ((smul_eq_zero.mp (add_left_cancel h3)).resolve_left hw)).symm

/-- For symmetric `T`, if `T v = μ v` with `2 ≤ w μ` and the initial error relative to a solution
`z` has a nonzero component along `v`, the iteration converges to no point. -/
theorem not_tendsto_of_large_step (hT : T.IsSymmetric) (hz : T z = b) {v : E} {μ : ℝ}
    (hv : T v = μ • v) (h2 : 2 ≤ w * μ) (hc : ⟪v, x0 - z⟫_ℝ ≠ 0) (l : E) :
    ¬ Tendsto (richardson T b w x0) atTop (𝓝 l) := by
  intro hl
  have hne : w * μ ≠ 0 := by linarith
  have hTl := limit_solves (left_ne_zero_of_mul hne) hl
  -- two solutions have the same component along v
  have h3 : μ * ⟪v, l - z⟫_ℝ = 0 := by
    rw [← real_inner_smul_left, ← hv, hT v, map_sub, hTl, hz, sub_self, inner_zero_right]
  have h4 := (mul_eq_zero.mp h3).resolve_left (right_ne_zero_of_mul hne)
  have h5 : Tendsto (fun k => |⟪v, richardson T b w x0 k - z⟫_ℝ|) atTop (𝓝 |⟪v, l - z⟫_ℝ|) :=
    (Filter.Tendsto.inner tendsto_const_nhds (hl.sub_const z)).abs
  have h6 : |⟪v, x0 - z⟫_ℝ| ≤ |⟪v, l - z⟫_ℝ| := ge_of_tendsto' h5 fun k => by
    rw [error_component hT hz hv, abs_mul, abs_pow]
    have h7 : 1 ≤ |1 - w * μ| := le_abs.mpr (Or.inr (by linarith))
    exact le_mul_of_one_le_left (abs_nonneg _) (one_le_pow₀ h7)
  rw [h4, abs_zero] at h6
  exact hc (abs_nonpos_iff.mp h6)

/-- The graph Laplacian of two coupled sites, `(x₀, x₁) ↦ (x₀ - x₁, x₁ - x₀)`. -/
def laplacian : EuclideanSpace ℝ (Fin 2) →ₗ[ℝ] EuclideanSpace ℝ (Fin 2) where
  toFun x := !₂[x 0 - x 1, x 1 - x 0]
  map_add' x y := by ext i; fin_cases i <;> simp <;> ring
  map_smul' c x := by ext i; fin_cases i <;> simp <;> ring

/-- The two-site Laplacian is symmetric and positive semidefinite with eigenvalues at most 2;
it annihilates `(1, 1)` and maps `(1, 0)` to `(1, -1)`. -/
theorem laplacian_witness : laplacian.IsSymmetric ∧ (∀ x, 0 ≤ ⟪x, laplacian x⟫_ℝ) ∧
    (∀ (μ : ℝ) v, v ≠ 0 → laplacian v = μ • v → μ ≤ 2) ∧
    laplacian !₂[1, 1] = 0 ∧ laplacian !₂[1, 0] = !₂[1, -1] := by
  refine ⟨fun x y => ?_, fun x => ?_, fun μ v hv h => ?_, ?_, ?_⟩
  · simp [laplacian, PiLp.inner_apply, Fin.sum_univ_two]
    ring
  · simp [laplacian, PiLp.inner_apply, Fin.sum_univ_two]
    nlinarith [sq_nonneg (x 0 - x 1)]
  · have h0 : v 0 - v 1 = μ * v 0 := by simpa [laplacian] using congrArg (fun y => y 0) h
    have h1 : v 1 - v 0 = μ * v 1 := by simpa [laplacian] using congrArg (fun y => y 1) h
    by_contra hμ
    have hμ' : 2 < μ := not_le.mp hμ
    have hp : μ * (μ - 2) ≠ 0 := (mul_pos (by linarith) (by linarith)).ne'
    have a0 : v 0 = 0 := (mul_eq_zero.mp
      (show μ * (μ - 2) * v 0 = 0 by linear_combination (1 - μ) * h0 + h1)).resolve_left hp
    have a1 : v 1 = 0 := by rw [a0] at h0; linarith
    apply hv
    ext i
    fin_cases i
    · exact a0
    · exact a1
  · ext i; fin_cases i <;> simp [laplacian]
  · ext i; fin_cases i <;> simp [laplacian]

end

end SingularRichardson
```

```lean
#print axioms SingularRichardson.kernel_drift
#print axioms SingularRichardson.richardson_tendsto_nearest_solution
#print axioms SingularRichardson.not_tendsto_of_large_step
```

```
'SingularRichardson.kernel_drift' depends on axioms: [propext, Classical.choice, Quot.sound]
'SingularRichardson.richardson_tendsto_nearest_solution' depends on axioms: [propext, Classical.choice, Quot.sound]
'SingularRichardson.not_tendsto_of_large_step' depends on axioms: [propext, Classical.choice, Quot.sound]
```

### How the Lean objects match the mathematics

The matrix A becomes a linear map `T` on a finite-dimensional real inner product space `E`, so no basis is fixed. `T.IsSymmetric` says ⟪Tx, y⟫ = ⟪x, Ty⟫, and `hpos` is semidefiniteness. `hM` says that every real μ with a nonzero eigenvector is at most `M`; the bound is assumed, and it need not be attained. `richardson T b w x0 k` is x_k, with `x0` at k = 0. `IsNearestSolution T b x0 z` is the minimising property itself, Tz = b and ‖x_0 − z‖ ≤ ‖x_0 − y‖ for all solutions y, so orthogonality is a derived characterisation.

`richardson_tendsto_nearest_solution` states that for every `x0` there is a z such that a vector is a nearest solution exactly when it equals z, and that x_k → z in norm. The step condition is written `0 < w` and `w * M < 2`. For M > 0 this is 0 < w < 2/M, and M > 0 is not required separately. The limiting case T = 0, M = 0 is included: then b = 0, every vector is a solution, and the iterates stay at x_0, which is its own nearest solution. The theorem gives convergence without a rate, and it says nothing about rounding errors, complex scalars or infinite dimension.

### What each lemma does

`error_component` is the induction above: `h1` is the error recursion and `h2` moves T across the inner product. `pythagoras` is the displayed identity for squared distances, and `exists_orthogonal_solution` performs the splitting into p and q and returns `y + p`. `isNearestSolution_iff` combines them. In the forward direction it compares a minimiser z with the orthogonal solution z′ and forces ‖z′ − z‖² = 0; the reverse direction drops a nonnegative term from the identity.

`tendsto_nearest` takes the eigenbasis from `hT.eigenvectorBasis` and separates the modes by `by_cases h0 : μ i = 0`. In the second branch `h1` to `h4` are the chain leading to |1 − wμ_i| < 1, and `hsum` reassembles e_k from its coefficients. The main theorem obtains uniqueness differently from the derivation: the iterates converge to any nearest solution, and a sequence has only one limit.

`laplacian_witness` checks your example, with components `x 0` and `x 1`: symmetry, semidefiniteness, eigenvalues at most 2, the kernel vector (1, 1) (normalised (1, 1)/√2), and the image (1, −1) of (1, 0), which puts your b in the range.

### What goes wrong without each hypothesis

The range condition is necessary. `limit_solves` takes the limit on both sides of the recursion and shows that for w ≠ 0 any limit l satisfies Tl = b. `kernel_drift` shows the mechanism for symmetric T and Tu = 0:

    ⟪u, x_k⟫ = ⟪u, x_0⟫ + k w ⟪u, b⟫.

On two sites with b = (1, 1) and u = (1, 1)/√2, this component grows by √2 w per step.

For the step size, `not_tendsto_of_large_step` shows that for symmetric T, if Tv = μv with wμ ≥ 2 and ⟪v, x_0 − z⟫ ≠ 0 for a solution z, there is no limit. A limit l would be a solution, which by symmetry forces μ⟪v, l − z⟫ = 0, while |1 − wμ| ≥ 1 keeps |⟪v, e_k⟫| from falling below its initial size. The bound 2/M is therefore sharp when M is itself an eigenvalue and the start excites that mode; for a loose M, larger steps may still converge. In your example, w = 1 makes x_k alternate between (0, 0) and (1, −1).

Two more small cases, worked out here and not in the file, concern the remaining assumptions on T. Without semidefiniteness, take T = −1 in one dimension with b = 0: then x_k = (1 + w)^k x_0 diverges for x_0 ≠ 0. Without symmetry, take T a rotation by 90° in the plane with b = 0. It has ⟪x, Tx⟫ = 0 and no real eigenvalue, so the other hypotheses hold, yet ‖x_(k+1)‖² = (1 + w²)‖x_k‖².
